# Closed form of ∇_A·∇_B acting on the kernel exp(−mR²) F_n(pQ²)

A scalar Douglas–Kroll–Hess (DKH) calculation needs, besides the overlap, kinetic and nuclear attraction matrices, the "pVp" matrix with elements ∫ ∇χ_A·∇χ_B V d³r. Take unnormalised s primitives χ_A(r) = exp(−a|r−A|²) and χ_B(r) = exp(−b|r−B|²), and a point nucleus of charge Z at C, so that V = −Z/|r−C| in atomic units. Write p = a+b (an exponent sum from here on), m = ab/p, R = A−B, Q = (aA+bB)/p − C, and

F_n(x) = ∫₀¹ u^(2n) exp(−xu²) du.

Since ∇χ_A = −∇_A χ_A, and likewise for B, the gradients move onto the centres:

∫ ∇χ_A·∇χ_B /|r−C| d³r = ∇_A·∇_B ∫ χ_A χ_B /|r−C| d³r = (2π/p) ∇_A·∇_B [exp(−mR²) F_0(pQ²)].

This chain uses the standard nuclear attraction formula and is taken as given, not proved in the file, whose theorems evaluate the last derivative and test it at one centre.

## Kernel and derivatives along lines

Points and directions are `Fin 3 → ℝ` with the dot product `⬝ᵥ`; `boys`, `redExp` and `relQ` are F_n, m and Q.

```lean
import Mathlib

open Matrix MeasureTheory Filter Topology

namespace BoysGradientKernel

noncomputable section

/-- Points and directions in three-dimensional space. -/
abbrev Vec := Fin 3 → ℝ

/-- The Boys function `F_n(x) = ∫₀¹ u^(2n) exp(-x u²) du`. -/
def boys (n : ℕ) (x : ℝ) : ℝ := ∫ u in (0 : ℝ)..1, u ^ (2 * n) * Real.exp (-x * u ^ 2)

/-- The reduced exponent `m = ab/(a+b)`. -/
def redExp (a b : ℝ) : ℝ := a * b / (a + b)

/-- The vector `Q = (aA + bB)/(a+b) - C`. -/
def relQ (a b : ℝ) (A B C : Vec) : Vec := (a + b)⁻¹ • (a • A + b • B) - C
```

The kernel K_n(A,B) = exp(−mR²) F_n(pQ²) is defined for every n ≥ 0, because differentiation raises n. The prefactor 2π/p is left out.

```lean
/-- The kernel `K_n(A,B) = exp(-m R²) F_n(p Q²)` with `R = A - B` and `p = a + b`. -/
def kernel (n : ℕ) (a b : ℝ) (C A B : Vec) : ℝ :=
  Real.exp (-redExp a b * ((A - B) ⬝ᵥ (A - B))) *
    boys n ((a + b) * (relQ a b A B C ⬝ᵥ relQ a b A B C))
```

The derivative ∂_v f(X) is d/dt f(X+tv) at t = 0. The mixed derivative of a function G(A,B) acts along v in A, then along w in B, and ∇_A·∇_B sums it over v = w = e_i, the unit vectors of axes i = 0, 1, 2. Lean's `deriv` returns zero at non-differentiable points, but each derivative of K_n is established with `HasDerivAt`.

```lean
/-- The derivative of `f` at `X` along the direction `v`. -/
def dirD (v : Vec) (f : Vec → ℝ) (X : Vec) : ℝ := deriv (fun t : ℝ => f (X + t • v)) 0

/-- The mixed derivative of `G(A,B)`: along `v` in `A`, then along `w` in `B`. -/
def mixedD (v w : Vec) (G : Vec → Vec → ℝ) (A B : Vec) : ℝ :=
  dirD w (fun B' => dirD v (fun A' => G A' B') A) B

/-- The Cartesian unit vector of axis `i`. -/
def e (i : Fin 3) : Vec := Pi.single i 1

/-- The operator `∇_A · ∇_B` applied to `G(A,B)`. -/
def gradDot (G : Vec → Vec → ℝ) (A B : Vec) : ℝ := ∑ i, mixedD (e i) (e i) G A B
```

## First derivatives

Differentiating the integrand in x brings down −u², so

F_n′(x) = −F_(n+1)(x) for all real x.

In the proof `hd` is this pointwise derivative, and `hb` bounds it by exp(|x|+1) for arguments within distance 1 of x, which permits differentiation under the integral.

```lean
/-- The derivative of `F_n` is `-F_(n+1)`. -/
theorem hasDerivAt_boys (n : ℕ) (x : ℝ) : HasDerivAt (boys n) (-boys (n + 1) x) x := by
  have hd : ∀ u y : ℝ, HasDerivAt (fun y : ℝ => u ^ (2 * n) * Real.exp (-y * u ^ 2))
      (-(u ^ (2 * (n + 1)) * Real.exp (-y * u ^ 2))) y := fun u y =>
    ((((hasDerivAt_id' y).fun_neg.mul_const (u ^ 2)).exp).const_mul
      (u ^ (2 * n))).congr_deriv (by ring)
  -- uniform bound on the differentiated integrand near x
  have hb : ∀ u ∈ Set.uIoc (0 : ℝ) 1, ∀ y ∈ Metric.ball x 1,
      ‖-(u ^ (2 * (n + 1)) * Real.exp (-y * u ^ 2))‖ ≤ Real.exp (|x| + 1) := by
    intro u hu y hy
    rw [Set.uIoc_of_le zero_le_one] at hu
    obtain ⟨h0, h1⟩ := hu
    have hy' : |y - x| < 1 := by simpa [Real.dist_eq] using hy
    have hM : 0 ≤ |x| + 1 + y := by linarith [(abs_lt.1 hy').1, neg_abs_le x]
    have hM0 : 0 ≤ |x| + 1 := by positivity
    have hu2 : 0 ≤ 1 - u ^ 2 := sub_nonneg.2 (pow_le_one₀ h0.le h1)
    have he : Real.exp (-y * u ^ 2) ≤ Real.exp (|x| + 1) := Real.exp_le_exp.2 (by
      nlinarith [mul_nonneg hM (sq_nonneg u), mul_nonneg hM0 hu2])
    rw [norm_neg, Real.norm_of_nonneg (by positivity)]
    calc _ ≤ 1 * Real.exp (|x| + 1) :=
          mul_le_mul (pow_le_one₀ h0.le h1) he (Real.exp_pos _).le zero_le_one
      _ = _ := one_mul _
  have h := intervalIntegral.hasDerivAt_integral_of_dominated_loc_of_deriv_le
    (μ := volume) (a := 0) (b := 1)
    (F := fun y u : ℝ => u ^ (2 * n) * Real.exp (-y * u ^ 2))
    (F' := fun y u : ℝ => -(u ^ (2 * (n + 1)) * Real.exp (-y * u ^ 2)))
    (bound := fun _ => Real.exp (|x| + 1)) (Metric.ball_mem_nhds x one_pos)
    (Eventually.of_forall fun y => Continuous.aestronglyMeasurable (by fun_prop))
    (Continuous.intervalIntegrable (by fun_prop) _ _)
    (Continuous.aestronglyMeasurable (by fun_prop))
    (Eventually.of_forall hb) intervalIntegrable_const
    (Eventually.of_forall fun u _ y _ => hd u y)
  exact h.2.congr_deriv intervalIntegral.integral_neg
```

Let R move along v and Q along w. From d/dt |X+tu|² = 2X·u at t = 0 (`hsq`, for any vectors X, u), the chain and product rules give

d/dt [exp(−m|R+tv|²) F_n(p|Q+tw|²)] = exp(−mR²)[−2m(R·v)F_n − 2p(Q·w)F_(n+1)],

with the Boys functions at pQ², here and below.

```lean
/-- Rate of change of `exp(-m R²) F_n(p Q²)` when `R` moves along `v` and `Q` along `w`. -/
theorem hasDerivAt_line (n : ℕ) (m p : ℝ) (R Q v w : Vec) :
    HasDerivAt (fun t : ℝ => Real.exp (-m * ((R + t • v) ⬝ᵥ (R + t • v))) *
        boys n (p * ((Q + t • w) ⬝ᵥ (Q + t • w))))
      (Real.exp (-m * (R ⬝ᵥ R)) * (-2 * m * (R ⬝ᵥ v) * boys n (p * (Q ⬝ᵥ Q)) -
        2 * (Q ⬝ᵥ (p • w)) * boys (n + 1) (p * (Q ⬝ᵥ Q)))) 0 := by
  have hsq : ∀ X u : Vec,
      HasDerivAt (fun t : ℝ => (X + t • u) ⬝ᵥ (X + t • u)) (2 * (X ⬝ᵥ u)) 0 := by
    intro X u
    have hf : (fun t : ℝ => (X + t • u) ⬝ᵥ (X + t • u)) =
        fun t : ℝ => X ⬝ᵥ X + t * (2 * (X ⬝ᵥ u)) + t * (t * (u ⬝ᵥ u)) := by
      funext t
      simp only [add_dotProduct, dotProduct_add, smul_dotProduct, dotProduct_smul,
        smul_eq_mul, dotProduct_comm u X]
      ring
    rw [hf]
    exact (((hasDerivAt_mul_const _).const_add _).fun_add
      ((hasDerivAt_id' (0 : ℝ)).fun_mul (hasDerivAt_mul_const _))).congr_deriv (by ring)
  have h1 := ((hsq R v).const_mul (-m)).exp
  have h2 := HasDerivAt.comp (0 : ℝ) (hasDerivAt_boys n _) ((hsq Q w).const_mul p)
  refine (h1.fun_mul h2).congr_deriv ?_
  simp only [Function.comp_apply, zero_smul, add_zero, dotProduct_smul, smul_eq_mul]
  ring
```

Moving A by tv shifts R by tv and Q by t(a/p)v (`hR`, `hQ`). The hypotheses a, b > 0 describe normalisable Gaussians and give p ≠ 0, hence p(a/p) = a (`hv`):

∂^A_v K_n = −2m(R·v)K_n − 2a(Q·v)K_(n+1).

```lean
variable {a b : ℝ}

/-- Moving `A` along `v` changes `K_n` at the rate `-2m(R·v)K_n - 2a(Q·v)K_(n+1)`. -/
theorem hasDerivAt_left (ha : 0 < a) (hb : 0 < b) (n : ℕ) (C A B v : Vec) :
    HasDerivAt (fun t : ℝ => kernel n a b C (A + t • v) B)
      (-2 * redExp a b * ((A - B) ⬝ᵥ v) * kernel n a b C A B -
        2 * a * (relQ a b A B C ⬝ᵥ v) * kernel (n + 1) a b C A B) 0 := by
  have hR : ∀ t : ℝ, A + t • v - B = A - B + t • v := fun t => by module
  have hQ : ∀ t : ℝ, relQ a b (A + t • v) B C =
      relQ a b A B C + t • (((a + b)⁻¹ * a) • v) := fun t => by unfold relQ; module
  have hv : (a + b) • (((a + b)⁻¹ * a) • v) = a • v := by
    rw [smul_smul, mul_inv_cancel_left₀ (add_pos ha hb).ne']
  simp only [kernel, hR, hQ]
  refine (hasDerivAt_line n _ _ _ _ _ _).congr_deriv ?_
  rw [hv, dotProduct_smul, smul_eq_mul]
  ring
```

Moving B by tw shifts R by −tw and Q by t(b/p)w:

∂^B_w K_n = 2m(R·w)K_n − 2b(Q·w)K_(n+1).

```lean
/-- Moving `B` along `w` changes `K_n` at the rate `2m(R·w)K_n - 2b(Q·w)K_(n+1)`. -/
theorem hasDerivAt_right (ha : 0 < a) (hb : 0 < b) (n : ℕ) (C A B w : Vec) :
    HasDerivAt (fun t : ℝ => kernel n a b C A (B + t • w))
      (2 * redExp a b * ((A - B) ⬝ᵥ w) * kernel n a b C A B -
        2 * b * (relQ a b A B C ⬝ᵥ w) * kernel (n + 1) a b C A B) 0 := by
  have hR : ∀ t : ℝ, A - (B + t • w) = A - B + t • (-w) := fun t => by module
  have hQ : ∀ t : ℝ, relQ a b A (B + t • w) C =
      relQ a b A B C + t • (((a + b)⁻¹ * b) • w) := fun t => by unfold relQ; module
  have hv : (a + b) • (((a + b)⁻¹ * b) • w) = b • w := by
    rw [smul_smul, mul_inv_cancel_left₀ (add_pos ha hb).ne']
  simp only [kernel, hR, hQ]
  refine (hasDerivAt_line n _ _ _ _ _ _).congr_deriv ?_
  rw [hv, dotProduct_smul, smul_eq_mul, dotProduct_neg]
  ring
```

## The mixed derivative, its trace and its antisymmetric part

Apply ∂^B_w to ∂^A_v K_n, using ∂^B_w(R·v) = −w·v and ∂^B_w(Q·v) = (b/p)w·v:

∂^B_w ∂^A_v K_n = 2m(w·v)K_n − 2m(R·v)[2m(R·w)K_n − 2b(Q·w)K_(n+1)] − (2ab/p)(w·v)K_(n+1) − 2a(Q·v)[2m(R·w)K_(n+1) − 2b(Q·w)K_(n+2)].

With 2ab/p = 2m, collecting orders gives

[2m w·v − 4m²(R·v)(R·w)]K_n + [4m(b(R·v)(Q·w) − a(R·w)(Q·v)) − 2m w·v]K_(n+1) + 4ab(Q·v)(Q·w)K_(n+2).

The step `hf` inserts the closed first derivative at the displaced B, `h1` and `h2` differentiate its two terms, and `ring` collects them.

```lean
/-- The derivative of `K_n` along `v` in `A` is differentiable along `w` in `B`, with the
stated value in terms of `K_n`, `K_(n+1)` and `K_(n+2)`. -/
theorem hasDerivAt_mixed (ha : 0 < a) (hb : 0 < b) (n : ℕ) (C A B v w : Vec) :
    HasDerivAt (fun s : ℝ => dirD v (fun A' => kernel n a b C A' (B + s • w)) A)
      ((2 * redExp a b * (w ⬝ᵥ v) - 4 * redExp a b ^ 2 * ((A - B) ⬝ᵥ v) * ((A - B) ⬝ᵥ w)) *
          kernel n a b C A B +
        (4 * redExp a b * (b * ((A - B) ⬝ᵥ v) * (relQ a b A B C ⬝ᵥ w) -
            a * ((A - B) ⬝ᵥ w) * (relQ a b A B C ⬝ᵥ v)) - 2 * redExp a b * (w ⬝ᵥ v)) *
          kernel (n + 1) a b C A B +
        4 * a * b * (relQ a b A B C ⬝ᵥ v) * (relQ a b A B C ⬝ᵥ w) *
          kernel (n + 2) a b C A B) 0 := by
  have lin : ∀ X u : Vec, HasDerivAt (fun s : ℝ => (X + s • u) ⬝ᵥ v) (u ⬝ᵥ v) 0 := by
    intro X u
    simp only [add_dotProduct, smul_dotProduct, smul_eq_mul]
    exact (hasDerivAt_mul_const _).const_add _
  have hR : ∀ t : ℝ, A - (B + t • w) = A - B + t • (-w) := fun t => by module
  have hQ : ∀ t : ℝ, relQ a b A (B + t • w) C =
      relQ a b A B C + t • (((a + b)⁻¹ * b) • w) := fun t => by unfold relQ; module
  -- the inner derivative in closed form at the displaced centre
  have hf : (fun s : ℝ => dirD v (fun A' => kernel n a b C A' (B + s • w)) A) =
      fun s : ℝ => -2 * redExp a b * ((A - B + s • (-w)) ⬝ᵥ v) * kernel n a b C A (B + s • w) -
        2 * a * ((relQ a b A B C + s • (((a + b)⁻¹ * b) • w)) ⬝ᵥ v) *
          kernel (n + 1) a b C A (B + s • w) := by
    funext s
    rw [← hR s, ← hQ s]
    exact (hasDerivAt_left ha hb n C A (B + s • w) v).deriv
  have h1 := ((lin (A - B) (-w)).const_mul (-2 * redExp a b)).fun_mul
    (hasDerivAt_right ha hb n C A B w)
  have h2 := ((lin (relQ a b A B C) (((a + b)⁻¹ * b) • w)).const_mul (2 * a)).fun_mul
    (hasDerivAt_right ha hb (n + 1) C A B w)
  have hn : n + 1 + 1 = n + 2 := rfl
  rw [hf]
  refine (h1.fun_sub h2).congr_deriv ?_
  simp only [zero_smul, add_zero, neg_dotProduct, smul_dotProduct, smul_eq_mul, redExp, hn]
  ring
```

For v = w = e_i, the sums over i are Σ e_i·e_i = 3, Σ R_i² = R², Σ R_iQ_i = R·Q and Σ Q_i² = Q². For all a, b > 0, n, A, B and C, `gradDot_kernel` therefore states

∇_A·∇_B K_n = exp(−mR²)[(6m − 4m²R²)F_n + (4m(b−a)R·Q − 6m)F_(n+1) + 4abQ²F_(n+2)].

The pVp element uses n = 0.

```lean
/-- `∇_A·∇_B [exp(-mR²) F_n(pQ²)] = exp(-mR²) [(6m - 4m²R²) F_n + (4m(b-a) R·Q - 6m) F_(n+1)
+ 4ab Q² F_(n+2)]`, all Boys functions taken at `pQ²`. -/
theorem gradDot_kernel (ha : 0 < a) (hb : 0 < b) (n : ℕ) (C A B : Vec) :
    gradDot (kernel n a b C) A B =
      Real.exp (-redExp a b * ((A - B) ⬝ᵥ (A - B))) *
        ((6 * redExp a b - 4 * redExp a b ^ 2 * ((A - B) ⬝ᵥ (A - B))) *
            boys n ((a + b) * (relQ a b A B C ⬝ᵥ relQ a b A B C)) +
          (4 * redExp a b * (b - a) * ((A - B) ⬝ᵥ relQ a b A B C) - 6 * redExp a b) *
            boys (n + 1) ((a + b) * (relQ a b A B C ⬝ᵥ relQ a b A B C)) +
          4 * a * b * (relQ a b A B C ⬝ᵥ relQ a b A B C) *
            boys (n + 2) ((a + b) * (relQ a b A B C ⬝ᵥ relQ a b A B C))) := by
  have he : ∀ (X : Vec) (i : Fin 3), X ⬝ᵥ e i = X i := fun X i => by simp [e]
  have hee : ∀ i : Fin 3, e i i = 1 := fun i => by simp [e]
  unfold gradDot
  refine Eq.trans (Finset.sum_congr (s₂ := Finset.univ) rfl fun i _ =>
    (hasDerivAt_mixed ha hb n C A B (e i) (e i)).deriv) ?_
  simp only [he, hee]
  simp only [kernel, dotProduct, Fin.sum_univ_three]
  ring
```

Exchanging v and w and subtracting cancels every symmetric term, and 4m(a+b) = 4ab (`hm`) leaves

4ab[(R·v)(Q·w) − (R·w)(Q·v)]K_(n+1).

For cyclic pairs of axes these are the components of ∇_A×∇_B K_n = 4ab(R×Q)K_(n+1), which for n = 0, multiplied by −2πZ/p, is ∫ V ∇χ_A×∇χ_B d³r, the spatial factor of the one-electron spin–orbit term between two s primitives.

```lean
/-- The part of the mixed derivative antisymmetric in the two directions is
`4ab [(R·v)(Q·w) - (R·w)(Q·v)] K_(n+1)`. -/
theorem mixedD_antisymm (ha : 0 < a) (hb : 0 < b) (n : ℕ) (C A B v w : Vec) :
    mixedD v w (kernel n a b C) A B - mixedD w v (kernel n a b C) A B =
      4 * a * b * (((A - B) ⬝ᵥ v) * (relQ a b A B C ⬝ᵥ w) -
        ((A - B) ⬝ᵥ w) * (relQ a b A B C ⬝ᵥ v)) * kernel (n + 1) a b C A B := by
  have h1 : mixedD v w (kernel n a b C) A B = _ := (hasDerivAt_mixed ha hb n C A B v w).deriv
  have h2 : mixedD w v (kernel n a b C) A B = _ := (hasDerivAt_mixed ha hb n C A B w v).deriv
  have hp := (add_pos ha hb).ne'
  have hm : redExp a b * (a + b) = a * b := by unfold redExp; field_simp
  rw [h1, h2, dotProduct_comm w v]
  linear_combination (4 * (((A - B) ⬝ᵥ v) * (relQ a b A B C ⬝ᵥ w) -
    ((A - B) ⬝ᵥ w) * (relQ a b A B C ⬝ᵥ v)) * kernel (n + 1) a b C A B) * hm
```

## Both functions on the nucleus

At A = B = C with r = |r−C|, the integrand is radial: ∇χ_A·∇χ_B = 4ab r² exp(−pr²), and the factors 1/r and 4πr² dr give 16πab r³ exp(−pr²) dr. The function −(pr²+1)exp(−pr²)/(2p²) has derivative r³exp(−pr²) (`hd`), vanishes at infinity (`hl`) and equals −1/(2p²) at zero, so for p > 0

∫₀^∞ r³ exp(−pr²) dr = 1/(2p²).

```lean
/-- The radial moment `∫₀^∞ r³ exp(-p r²) dr = 1/(2p²)` for `p > 0`. -/
theorem radial_moment {p : ℝ} (hp : 0 < p) :
    ∫ r in Set.Ioi (0 : ℝ), r ^ 3 * Real.exp (-p * r ^ 2) = 1 / (2 * p ^ 2) := by
  have hp' := hp.ne'
  -- antiderivative -(p r² + 1) exp(-p r²) / (2p²)
  have hd : ∀ r ∈ Set.Ici (0 : ℝ), HasDerivAt (fun r : ℝ => -1 / (2 * p ^ 2) *
      (p * r ^ 2 * Real.exp (-(p * r ^ 2)) + Real.exp (-(p * r ^ 2))))
      (r ^ 3 * Real.exp (-(p * r ^ 2))) r := by
    intro r _
    have h : HasDerivAt (fun r : ℝ => p * r ^ 2) (2 * p * r) r :=
      ((hasDerivAt_pow 2 r).const_mul p).congr_deriv (by ring)
    have he := h.fun_neg.exp
    refine (((h.fun_mul he).fun_add he).const_mul _).congr_deriv ?_
    field_simp
    ring
  have hpos : ∀ r ∈ Set.Ioi (0 : ℝ), 0 ≤ r ^ 3 * Real.exp (-(p * r ^ 2)) := fun r hr =>
    mul_nonneg (pow_nonneg (le_of_lt hr) 3) (Real.exp_pos _).le
  have h1 : Tendsto (fun y : ℝ => y * Real.exp (-y)) atTop (𝓝 0) := by
    simpa using Real.tendsto_pow_mul_exp_neg_atTop_nhds_zero 1
  have hy : Tendsto (fun r : ℝ => p * r ^ 2) atTop atTop :=
    (tendsto_pow_atTop two_ne_zero).const_mul_atTop hp
  have hl := ((h1.add Real.tendsto_exp_neg_atTop_nhds_zero).comp hy).const_mul
    (-1 / (2 * p ^ 2))
  have h0 : p * (0 : ℝ) ^ 2 = 0 := by ring
  simp only [neg_mul]
  refine (integral_Ioi_of_hasDerivAt_of_nonneg' hd hpos hl).trans ?_
  simp only [h0, neg_zero, Real.exp_zero]
  ring
```

On the kernel side R = Q = 0 and F_n(0) = 1/(2n+1) (`hF`), so ∇_A·∇_B K_0 = 6m − 6m/3 = 4m. Then

(2π/p)·4m = 8πab/p² = 16πab/(2p²).

The theorem `one_centre` equates (2π/p)∇_A·∇_B K_0 with the radial integral, and that integral with 8πab/p². It starts from the one-dimensional integral and tests the coefficients 6m and −6m only through their combination 4m. Normalised primitives carry the factor (2a/π)^(3/4)(2b/π)^(3/4), so that for a = b the normalised one-centre integral is 2π(2a/π)^(3/2).

```lean
/-- At `A = B = C`, `(2π/p) ∇_A·∇_B K_0` equals `∫₀^∞ 16π ab r³ exp(-p r²) dr`, and this
integral is `8π ab/p²`. -/
theorem one_centre (ha : 0 < a) (hb : 0 < b) (C : Vec) :
    2 * Real.pi / (a + b) * gradDot (kernel 0 a b C) C C =
        ∫ r in Set.Ioi (0 : ℝ), 16 * Real.pi * a * b * (r ^ 3 * Real.exp (-(a + b) * r ^ 2)) ∧
      ∫ r in Set.Ioi (0 : ℝ), 16 * Real.pi * a * b * (r ^ 3 * Real.exp (-(a + b) * r ^ 2)) =
        8 * Real.pi * a * b / (a + b) ^ 2 := by
  have hp := (add_pos ha hb).ne'
  have hF : ∀ n : ℕ, boys n 0 = 1 / (2 * n + 1) := by
    intro n
    simp only [boys, neg_zero, zero_mul, Real.exp_zero, mul_one]
    rw [integral_pow]
    simp
  have h0 : boys 0 0 = 1 := by rw [hF]; norm_num
  have h1 : boys 1 0 = 1 / 3 := by rw [hF]; norm_num
  have hQ : relQ a b C C C = 0 := by
    rw [relQ, ← add_smul, smul_smul, inv_mul_cancel₀ hp, one_smul, sub_self]
  rw [integral_const_mul, radial_moment (add_pos ha hb), gradDot_kernel ha hb, hQ]
  simp only [sub_self, dotProduct_zero, mul_zero, Real.exp_zero, zero_add, h0, h1, redExp]
  constructor <;> field_simp <;> ring

end

end BoysGradientKernel
```

```lean
#print axioms BoysGradientKernel.gradDot_kernel
-- 'BoysGradientKernel.gradDot_kernel' depends on axioms: [propext, Classical.choice, Quot.sound]
#print axioms BoysGradientKernel.mixedD_antisymm
-- 'BoysGradientKernel.mixedD_antisymm' depends on axioms: [propext, Classical.choice, Quot.sound]
#print axioms BoysGradientKernel.one_centre
-- 'BoysGradientKernel.one_centre' depends on axioms: [propext, Classical.choice, Quot.sound]
```

## The element in an integral code

The formula supplies one block of the scalar-relativistic one-electron input, restricted to s primitives and point nuclei; higher angular momentum, finite nuclei and the DKH transformation itself are not treated. For each primitive pair a code using this formula forms p, m, R and exp(−mR²) once. For each nucleus it then forms Q, evaluates F_0, F_1 and F_2 at pQ², assembles the bracket and adds it with weight −(2πZ/p) exp(−mR²). Alternatively, ∇_A χ_A = 2a(r−A)χ_A turns the element into 4ab times the sum of the three nuclear attraction integrals between unnormalised p functions along the same axis, and the closed form offers a comparison for that route.
